# The explicit exchange GGA potential for a positive density that varies along one coordinate

Take the energy density $f(n,g)=g^2/n^{4/3}$, where $n$ is the density and $g$ stands for its gradient. Its partial derivatives are $f_n=-\tfrac43 g^2/n^{7/3}$ and $f_g=2g/n^{4/3}$. Along a density $n(x)$ we have $g=n'$, so

$$(f_g)'=\frac{2n''}{n^{4/3}}-\frac83\frac{n'^2}{n^{7/3}},\qquad f_n-(f_g)'=\frac43\frac{n'^2}{n^{7/3}}-\frac{2n''}{n^{4/3}}.$$

The second derivative of the density enters because $f_g$ depends on the gradient. The density in the denominator of $f_g$ adds a further term in $n'^2$.

The problems below replace the square by a general enhancement function $F$.

```lean
import Mathlib

open Real

namespace ExchangeGGAPotential

noncomputable section
```

The energy density is $f(n,g)=n^{4/3}F(g/n^{4/3})$. The exchange prefactor and the numerical scale of the reduced gradient are absorbed into $F$. The power $4/3$ is that of exchange in three dimensions; "one dimension" below means that the density varies along one coordinate only.

```lean
/-- The exchange GGA energy density `f(n, g) = n^(4/3) F(g / n^(4/3))`. -/
def ggaDensity (F : ℝ → ℝ) (n g : ℝ) : ℝ :=
  n ^ (4 / 3 : ℝ) * F (g / n ^ (4 / 3 : ℝ))
```

The reduced gradient $s=n'/n^{4/3}$ carries a sign, whereas the usual one is an absolute value. For even $F$ the two give the same energy density.

```lean
/-- The signed reduced density gradient `s = n' / n^(4/3)` in one dimension. -/
def reducedGradient (n : ℝ → ℝ) (x : ℝ) : ℝ :=
  deriv n x / n x ^ (4 / 3 : ℝ)
```

The potential is $v=f_n-(f_g)'$. In its first term the gradient is held fixed while the density varies. In its second, $f_g$ is taken at each point $y$ and then differentiated in space.

```lean
/-- The GGA potential `f_n - (f_g)'`, evaluated along the density `n`. -/
def ggaPotential (F n : ℝ → ℝ) (x : ℝ) : ℝ :=
  deriv (fun m => ggaDensity F m (deriv n x)) (n x)
    - deriv (fun y => deriv (fun g => ggaDensity F (n y) g) (deriv n y)) x
```

The last part uses an exponential density. Its integral over the whole line diverges, so it models a stretch of a density, such as the decaying tail outside a flat surface, and not the full density of a slab.

```lean
/-- The exponential density `A exp(-κ x)`. -/
def expDensity (A κ x : ℝ) : ℝ := A * Real.exp (-κ * x)
```

`HasDerivAt m m' t` says that $m$ has derivative $m'$ at $t$. Twice differentiable means that both the function and its `deriv` are `Differentiable ℝ`, on the whole line.

## (a) The 4/3 power along a curve

Let $m$ be differentiable at $t$ with $m(t)>0$. Show that

$$\frac{d}{dt}m^{4/3}=\frac43 m^{1/3}m'.$$

**Solution.** This is the power rule with the chain rule, and $\tfrac43-1=\tfrac13$. In Lean, `rpow_const` is the power rule, and positivity supplies the nonzero base.

```lean
variable {F n : ℝ → ℝ}

/-- The rate of change of `m^(4/3)` along a curve of positive densities. -/
theorem hasDerivAt_fourThirds {m : ℝ → ℝ} {m' t : ℝ}
    (hm : HasDerivAt m m' t) (h : 0 < m t) :
    HasDerivAt (fun u => m u ^ (4 / 3 : ℝ)) (4 / 3 * m t ^ (1 / 3 : ℝ) * m') t := by
  have h1 := hm.rpow_const (p := 4 / 3) (Or.inl h.ne')
  have e : (4 / 3 : ℝ) - 1 = 1 / 3 := by norm_num
  rw [e] at h1
  exact h1.congr_deriv (by ring)
```

## (b) The scaled gradient when both arguments vary

Let $g$ also be differentiable at $t$. Show that

$$\frac{d}{dt}\frac{g}{m^{4/3}}=\frac{g'}{m^{4/3}}-\frac{\frac43m^{1/3}m'g}{(m^{4/3})^2}.$$

**Solution.** With $p=m^{4/3}$ the quotient rule gives $(g'p-gp')/p^2=g'/p-gp'/p^2$, and (a) gives $p'$. The proof likewise replaces the powers by letters, so that `field_simp` has only rational algebra to do.

```lean
/-- The rate of change of `g / m^(4/3)` when density and gradient both vary. -/
theorem hasDerivAt_scaledGradient {m g : ℝ → ℝ} {m' g' t : ℝ}
    (hm : HasDerivAt m m' t) (hg : HasDerivAt g g' t) (h : 0 < m t) :
    HasDerivAt (fun u => g u / m u ^ (4 / 3 : ℝ))
      (g' / m t ^ (4 / 3 : ℝ)
        - 4 / 3 * m t ^ (1 / 3 : ℝ) * m' * g t / (m t ^ (4 / 3 : ℝ)) ^ 2) t := by
  have hp : m t ^ (4 / 3 : ℝ) ≠ 0 := (Real.rpow_pos_of_pos h _).ne'
  refine (hg.fun_div (hasDerivAt_fourThirds hm h) hp).congr_deriv ?_
  generalize m t ^ (4 / 3 : ℝ) = p at hp ⊢
  generalize m t ^ (1 / 3 : ℝ) = q
  field_simp
```

## (c) The chain rule for the energy density

Write $\sigma=g/m^{4/3}$ and let $F$ be differentiable. Show that

$$\frac{d}{dt}f(m,g)=\frac43m^{1/3}\bigl(F(\sigma)-\sigma F'(\sigma)\bigr)m'+F'(\sigma)\,g'.$$

**Solution.** The product rule gives $\tfrac43m^{1/3}m'F(\sigma)+m^{4/3}F'(\sigma)\,\dot\sigma$, where $\dot\sigma=d\sigma/dt$. By (b), $m^{4/3}\dot\sigma=g'-\tfrac43m^{1/3}m'\sigma$. Collecting the terms in $m'$ and $g'$ gives the claim. In the proof `h2` is the derivative of $F(\sigma)$, and `fun_mul` is the product rule.

```lean
/-- The rate of change of the GGA energy density when density and gradient both vary. -/
theorem hasDerivAt_ggaDensity {m g : ℝ → ℝ} {m' g' t : ℝ} (hF : Differentiable ℝ F)
    (hm : HasDerivAt m m' t) (hg : HasDerivAt g g' t) (h : 0 < m t) :
    HasDerivAt (fun u => ggaDensity F (m u) (g u))
      (4 / 3 * m t ^ (1 / 3 : ℝ) * (F (g t / m t ^ (4 / 3 : ℝ))
          - g t / m t ^ (4 / 3 : ℝ) * deriv F (g t / m t ^ (4 / 3 : ℝ))) * m'
        + deriv F (g t / m t ^ (4 / 3 : ℝ)) * g') t := by
  have hp : m t ^ (4 / 3 : ℝ) ≠ 0 := (Real.rpow_pos_of_pos h _).ne'
  have h2 : HasDerivAt (fun u => F (g u / m u ^ (4 / 3 : ℝ))) _ t :=
    (hF (g t / m t ^ (4 / 3 : ℝ))).hasDerivAt.comp t (hasDerivAt_scaledGradient hm hg h)
  refine ((hasDerivAt_fourThirds hm h).fun_mul h2).congr_deriv ?_
  generalize deriv F (g t / m t ^ (4 / 3 : ℝ)) = b
  generalize F (g t / m t ^ (4 / 3 : ℝ)) = a
  generalize m t ^ (4 / 3 : ℝ) = p at hp ⊢
  generalize m t ^ (1 / 3 : ℝ) = q
  field_simp
  ring
```

## (d) The two partial derivatives

For $m>0$ and any $g$, with $\sigma=g/m^{4/3}$, show that

$$f_n(m,g)=\frac43m^{1/3}\bigl(F(\sigma)-\sigma F'(\sigma)\bigr),\qquad f_g(m,g)=F'(\sigma).$$

**Solution.** In (c), vary the density alone, with $m'=1$ and $g'=0$; then vary the gradient alone, with $m'=0$ and $g'=1$. The two bullets of the proof are these two choices.

```lean
/-- The derivatives `f_n = (4/3) n^(1/3) (F(s) - s F'(s))` and `f_g = F'(s)` of the
GGA energy density, with `s = g / n^(4/3)`. -/
theorem deriv_ggaDensity (hF : Differentiable ℝ F) {m : ℝ} (hm : 0 < m) (g : ℝ) :
    deriv (fun u => ggaDensity F u g) m
        = 4 / 3 * m ^ (1 / 3 : ℝ) * (F (g / m ^ (4 / 3 : ℝ))
          - g / m ^ (4 / 3 : ℝ) * deriv F (g / m ^ (4 / 3 : ℝ))) ∧
      deriv (fun u => ggaDensity F m u) g = deriv F (g / m ^ (4 / 3 : ℝ)) := by
  constructor
  · refine ((hasDerivAt_ggaDensity (m := fun u => u) (g := fun _ => g) hF
      (hasDerivAt_id' m) (hasDerivAt_const m g) hm).congr_deriv ?_).deriv
    ring
  · refine ((hasDerivAt_ggaDensity (m := fun _ => m) (g := fun u => u) hF
      (hasDerivAt_const g m) (hasDerivAt_id' g) hm).congr_deriv ?_).deriv
    ring
```

## (e) The spatial derivative of the reduced gradient

Let $n$ be positive and twice differentiable. Show that

$$s'=\frac{n''}{n^{4/3}}-\frac43n^{1/3}s^2.$$

**Solution.** Put $m=n$, $g=n'$ and $t=x$ in (b). The last term becomes $\tfrac43n^{1/3}n'^2/(n^{4/3})^2=\tfrac43n^{1/3}s^2$.

```lean
/-- The spatial derivative of the reduced gradient:
`s' = n'' / n^(4/3) - (4/3) n^(1/3) s^2`. -/
theorem hasDerivAt_reducedGradient (hn : Differentiable ℝ n)
    (hn' : Differentiable ℝ (deriv n)) (hpos : ∀ x, 0 < n x) (x : ℝ) :
    HasDerivAt (reducedGradient n)
      (deriv (deriv n) x / n x ^ (4 / 3 : ℝ)
        - 4 / 3 * n x ^ (1 / 3 : ℝ) * reducedGradient n x ^ 2) x := by
  have h := hasDerivAt_scaledGradient (hn x).hasDerivAt (hn' x).hasDerivAt (hpos x)
  exact h.congr_deriv (by simp only [reducedGradient]; ring)
```

## (f) The explicit potential

Let $F$ also be twice differentiable. Show that

$$v=\frac43n^{1/3}\bigl(F(s)-sF'(s)\bigr)-F''(s)\left(\frac{n''}{n^{4/3}}-\frac43n^{1/3}s^2\right).$$

**Solution.** By (d) at $g=n'$, the first term is $f_n$, and $f_g=F'(s)$ at every point. Hence $(f_g)'=F''(s)\,s'$, and (e) gives $s'$. In the proof `hfun` identifies $f_g$ with $F'(s)$ as a function of position, `h1` is $f_n$, and `h2` is the chain rule.

For even $F$ and a density that varies along one coordinate only, this is the multiplicative potential that such an exchange functional contributes to the Kohn–Sham equation.

```lean
/-- The explicit exchange GGA potential in one dimension, for a positive twice
differentiable density and a twice differentiable enhancement function. -/
theorem ggaPotential_eq (hF : Differentiable ℝ F) (hF' : Differentiable ℝ (deriv F))
    (hn : Differentiable ℝ n) (hn' : Differentiable ℝ (deriv n))
    (hpos : ∀ x, 0 < n x) (x : ℝ) :
    ggaPotential F n x =
      4 / 3 * n x ^ (1 / 3 : ℝ) * (F (reducedGradient n x)
          - reducedGradient n x * deriv F (reducedGradient n x))
        - deriv (deriv F) (reducedGradient n x) * (deriv (deriv n) x / n x ^ (4 / 3 : ℝ)
          - 4 / 3 * n x ^ (1 / 3 : ℝ) * reducedGradient n x ^ 2) := by
  -- along the density, `f_g` is `F'(s)`
  have hfun : (fun y => deriv (fun g => ggaDensity F (n y) g) (deriv n y))
      = fun y => deriv F (reducedGradient n y) :=
    funext fun y => (deriv_ggaDensity hF (hpos y) (deriv n y)).2
  have h1 : deriv (fun m => ggaDensity F m (deriv n x)) (n x)
      = 4 / 3 * n x ^ (1 / 3 : ℝ) * (F (reducedGradient n x)
          - reducedGradient n x * deriv F (reducedGradient n x)) :=
    (deriv_ggaDensity hF (hpos x) (deriv n x)).1
  have h2 : deriv (fun y => deriv F (reducedGradient n y)) x = _ :=
    ((hF' (reducedGradient n x)).hasDerivAt.comp x
      (hasDerivAt_reducedGradient hn hn' hpos x)).deriv
  unfold ggaPotential
  rw [hfun, h1, h2]
```

## (g) The pointwise first-order change

Let $\eta$ be differentiable and replace $n$ by $n+t\eta$. Show that

$$\frac{d}{dt}f(n+t\eta,\,n'+t\eta')\Big|_{t=0}=v\,\eta+\bigl(F'(s)\,\eta\bigr)'.$$

**Solution.** By (c) and (d) the left side is $f_n\eta+F'(s)\eta'$. Since $F'(s)\eta'=(F'(s)\eta)'-(F'(s))'\eta$, it equals $\bigl(f_n-(F'(s))'\bigr)\eta+(F'(s)\eta)'$, and the first bracket is $v$. The proof uses `lin` for the straight-line variations, expands both sides with the earlier results and compares them with `ring`.

```lean
/-- Under `n → n + t η` the first-order change of the energy density is the potential
times `η` plus the spatial derivative of `F'(s) η`. -/
theorem first_variation (hF : Differentiable ℝ F) (hF' : Differentiable ℝ (deriv F))
    (hn : Differentiable ℝ n) (hn' : Differentiable ℝ (deriv n))
    (hpos : ∀ x, 0 < n x) {η : ℝ → ℝ} (hη : Differentiable ℝ η) (x : ℝ) :
    deriv (fun t => ggaDensity F (n x + t * η x) (deriv n x + t * deriv η x)) 0
      = ggaPotential F n x * η x
        + deriv (fun y => deriv F (reducedGradient n y) * η y) x := by
  have lin : ∀ a b : ℝ, HasDerivAt (fun t : ℝ => a + t * b) b 0 := fun a b =>
    (((hasDerivAt_id' (0 : ℝ)).mul_const b).const_add a).congr_deriv (one_mul _)
  have h2 := hasDerivAt_ggaDensity hF (lin (n x) (η x)) (lin (deriv n x) (deriv η x))
    (by simpa using hpos x)
  simp only [zero_mul, add_zero] at h2
  have h3 : HasDerivAt (fun y => deriv F (reducedGradient n y)) _ x :=
    (hF' (reducedGradient n x)).hasDerivAt.comp x
      (hasDerivAt_reducedGradient hn hn' hpos x)
  rw [h2.deriv, (h3.fun_mul (hη x).hasDerivAt).deriv,
    ggaPotential_eq hF hF' hn hn' hpos x]
  simp only [reducedGradient]
  ring
```

## (h) The integrated first-order change

Let $F''$, $n''$ and $\eta'$ also be continuous, and let $\eta(a)=\eta(b)=0$. Show that

$$\int_a^b\frac{d}{dt}f(n+t\eta,\,n'+t\eta')\Big|_{t=0}dx=\int_a^b v\,\eta\,dx.$$

**Solution.** Integrate (g). The total derivative contributes $F'(s)\eta\,\big|_a^b=0$. Continuity makes both integrands integrable; most of the proof establishes it, and `hz` is the vanishing boundary term.

The $t$-derivative stands inside the integral. Reading the result as the derivative of the integrated exchange energy $\int_a^b f\,dx$ needs the interchange of derivative and integral as a further step.

```lean
/-- For a variation `η` that vanishes at both ends of an interval, the integral of the
first-order change of the energy density is the integral of the potential times `η`. -/
theorem integral_first_variation (hF : Differentiable ℝ F)
    (hF' : Differentiable ℝ (deriv F)) (hF2 : Continuous (deriv (deriv F)))
    (hn : Differentiable ℝ n) (hn' : Differentiable ℝ (deriv n))
    (hn2 : Continuous (deriv (deriv n))) (hpos : ∀ x, 0 < n x)
    {η : ℝ → ℝ} (hη : Differentiable ℝ η) (hη' : Continuous (deriv η))
    {a b : ℝ} (ha : η a = 0) (hb : η b = 0) :
    ∫ x in a..b, deriv (fun t =>
        ggaDensity F (n x + t * η x) (deriv n x + t * deriv η x)) 0
      = ∫ x in a..b, ggaPotential F n x * η x := by
  have hs : Continuous (reducedGradient n) := continuous_iff_continuousAt.2 fun x =>
    (hasDerivAt_reducedGradient hn hn' hpos x).continuousAt
  have hq : Continuous fun x => n x ^ (1 / 3 : ℝ) :=
    hn.continuous.rpow_const fun x => Or.inl (hpos x).ne'
  have hp : Continuous fun x => n x ^ (4 / 3 : ℝ) :=
    hn.continuous.rpow_const fun x => Or.inl (hpos x).ne'
  have hc : Continuous fun x => deriv (deriv F) (reducedGradient n x) *
      (deriv (deriv n) x / n x ^ (4 / 3 : ℝ)
        - 4 / 3 * n x ^ (1 / 3 : ℝ) * reducedGradient n x ^ 2) :=
    (hF2.comp hs).mul ((hn2.div hp fun x => (Real.rpow_pos_of_pos (hpos x) _).ne').sub
      ((continuous_const.mul hq).mul (hs.pow 2)))
  have hv : Continuous (ggaPotential F n) := by
    rw [funext (ggaPotential_eq hF hF' hn hn' hpos)]
    exact ((continuous_const.mul hq).mul ((hF.continuous.comp hs).sub
      (hs.mul (hF'.continuous.comp hs)))).sub hc
  have h3 : ∀ x, HasDerivAt (fun y => deriv F (reducedGradient n y))
      (deriv (deriv F) (reducedGradient n x) * (deriv (deriv n) x / n x ^ (4 / 3 : ℝ)
        - 4 / 3 * n x ^ (1 / 3 : ℝ) * reducedGradient n x ^ 2)) x := fun x =>
    (hF' (reducedGradient n x)).hasDerivAt.comp x
      (hasDerivAt_reducedGradient hn hn' hpos x)
  have hW := fun x => (h3 x).fun_mul (hη x).hasDerivAt
  have hWc : Continuous (deriv fun y => deriv F (reducedGradient n y) * η y) := by
    rw [funext fun x => (hW x).deriv]
    exact (hc.mul hη.continuous).add ((hF'.continuous.comp hs).mul hη')
  -- the boundary term vanishes
  have hz : ∫ x in a..b, deriv (fun y => deriv F (reducedGradient n y) * η y) x = 0 := by
    rw [intervalIntegral.integral_eq_sub_of_hasDerivAt
      (fun x _ => (hW x).differentiableAt.hasDerivAt) (hWc.intervalIntegrable a b)]
    simp [ha, hb]
  simp only [first_variation hF hF' hn hn' hpos hη]
  have hvη : Continuous fun x => ggaPotential F n x * η x := hv.mul hη.continuous
  rw [intervalIntegral.integral_add (hvη.intervalIntegrable a b)
    (hWc.intervalIntegrable a b), hz, add_zero]
```

## (i) An exponential density

Let $n=Ae^{-\kappa x}$ with $A>0$ and $\kappa$ real. Show that

$$v=n^{1/3}\left[\frac43\bigl(F(s)-sF'(s)\bigr)+\frac13s^2F''(s)\right].$$

**Solution.** Here $n'=-\kappa n$ and $n''=\kappa^2n$, so $s=-\kappa n^{-1/3}$ and $n''/n^{4/3}=\kappa^2n^{-1/3}=n^{1/3}s^2$. The bracket multiplying $F''(s)$ in (f) is then $(1-\tfrac43)n^{1/3}s^2=-\tfrac13n^{1/3}s^2$. In the proof `hd` and `hd2` are the two derivatives, and `key` is the identity for $n''/n^{4/3}$.

```lean
/-- For an exponential density the GGA potential is
`n^(1/3) ((4/3) (F(s) - s F'(s)) + s^2 F''(s) / 3)`. -/
theorem ggaPotential_expDensity (hF : Differentiable ℝ F)
    (hF' : Differentiable ℝ (deriv F)) {A : ℝ} (hA : 0 < A) (κ x : ℝ) :
    let s := reducedGradient (expDensity A κ) x
    ggaPotential F (expDensity A κ) x = expDensity A κ x ^ (1 / 3 : ℝ) *
      (4 / 3 * (F s - s * deriv F s) + s ^ 2 * deriv (deriv F) s / 3) := by
  intro s
  have hpos : ∀ y, 0 < expDensity A κ y := fun y => mul_pos hA (Real.exp_pos _)
  have hd : ∀ y, HasDerivAt (expDensity A κ) (-κ * expDensity A κ y) y := fun y => by
    have h := (((hasDerivAt_id' y).const_mul (-κ)).exp).const_mul A
    exact h.congr_deriv (by simp only [expDensity]; ring)
  have hd2 : ∀ y, HasDerivAt (deriv (expDensity A κ))
      (-κ * (-κ * expDensity A κ y)) y := fun y => by
    rw [funext fun z => (hd z).deriv]
    exact (hd y).const_mul (-κ)
  -- for an exponential, `n'' / n^(4/3) = n^(1/3) s^2`
  have key : -κ * (-κ * expDensity A κ x) / expDensity A κ x ^ (4 / 3 : ℝ)
      = expDensity A κ x ^ (1 / 3 : ℝ) * reducedGradient (expDensity A κ) x ^ 2 := by
    have hN := hpos x
    have hq := Real.rpow_pos_of_pos hN (1 / 3)
    have e : expDensity A κ x ^ (4 / 3 : ℝ)
        = expDensity A κ x * expDensity A κ x ^ (1 / 3 : ℝ) := by
      rw [show (4 / 3 : ℝ) = 1 + 1 / 3 by norm_num, Real.rpow_add hN, Real.rpow_one]
    rw [reducedGradient, (hd x).deriv, e]
    generalize expDensity A κ x ^ (1 / 3 : ℝ) = q at hq ⊢
    generalize expDensity A κ x = N at hN ⊢
    field_simp
  rw [ggaPotential_eq hF hF' (fun y => (hd y).differentiableAt)
    (fun y => (hd2 y).differentiableAt) hpos x, (hd2 x).deriv, key]
  ring

end

end ExchangeGGAPotential
```

```lean
#print axioms ExchangeGGAPotential.ggaPotential_eq
#print axioms ExchangeGGAPotential.integral_first_variation
#print axioms ExchangeGGAPotential.ggaPotential_expDensity
```

```
'ExchangeGGAPotential.ggaPotential_eq' depends on axioms: [propext, Classical.choice, Quot.sound]
'ExchangeGGAPotential.integral_first_variation' depends on axioms: [propext, Classical.choice, Quot.sound]
'ExchangeGGAPotential.ggaPotential_expDensity' depends on axioms: [propext, Classical.choice, Quot.sound]
```
